# The spin-summed two-electron operator splits into singlet and triplet pair terms

Let \(a_{px}\) annihilate an electron in orbital \(p\) with spin \(x\), and let

\[ e_{pqrs}=\sum_{x,y}a^\dagger_{px}a^\dagger_{ry}a_{sy}a_{qx}. \]

With the singlet and triplet pair annihilators \(S_{qs}\) and \(T_{qs,m}\), \(m=1,0,-1\), defined below and normalized for two different orthonormal orbitals \(q\ne s\),

\[ e_{pqrs}=S^\dagger_{pr}S_{qs}+\sum_m T^\dagger_{pr,m}T_{qs,m}. \]

If the annihilators anticommute, then also

\[ e_{pqrs}+e_{psrq}=2S^\dagger_{pr}S_{qs},\qquad e_{pqrs}-e_{psrq}=2\sum_m T^\dagger_{pr,m}T_{qs,m}. \]

The two-electron part of a spin-free Hamiltonian is a linear combination of the \(e_{pqrs}\), so these identities sort a spin-independent interaction by the spin of the electron pair it acts on.

## Operators and coupled pairs

The operators live in a ring `A` that is a real algebra with an involution `star`, written \(\dagger\) here. The orbital labels form an arbitrary type `ι`.

```lean
import Mathlib

open Matrix
open scoped Kronecker

namespace SingletTripletPairs

noncomputable section

variable {ι A : Type*} [Ring A] [StarRing A] [Algebra ℝ A]
```

Fermi statistics enters as a hypothesis on the family \(a\), not as a construction of Fock space. Its first half is \(a_{px}a_{qy}+a_{qy}a_{px}=0\). Spin is `Fin 2`, with 0 for up and 1 for down.

```lean
/-- Any two annihilators anticommute; spin `0` is up and spin `1` is down. -/
def Anticommuting (a : ι → Fin 2 → A) : Prop :=
  ∀ p q x y, a p x * a q y + a q y * a p x = 0
```

The second half, \(a_{px}a^\dagger_{qy}+a^\dagger_{qy}a_{px}=\delta_{pq}\delta_{xy}\), expresses orthonormality of the spin orbitals. Only the spin commutators below use it.

```lean
/-- The canonical anticommutator of an annihilator with a creator. -/
def Canonical [DecidableEq ι] (a : ι → Fin 2 → A) : Prop :=
  ∀ p q x y, a p x * star (a q y) + star (a q y) * a p x = if p = q ∧ x = y then 1 else 0
```

The uncoupled pair annihilator is \(P_{qs}^{xy}=a_{sy}a_{qx}\).

```lean
/-- The uncoupled pair annihilator `a_sy a_qx`. -/
def pairOp (a : ι → Fin 2 → A) (q s : ι) (x y : Fin 2) : A := a s y * a q x
```

Two opposite spins couple with coefficient \(c=1/\sqrt2\).

```lean
/-- The Clebsch-Gordan coefficient `1/√2` for coupling two opposite spins. -/
def cg : ℝ := 1 / √2
```

The singlet is the antisymmetric spin combination, \(S_{qs}=c\,(P_{qs}^{01}-P_{qs}^{10})\).

```lean
/-- The singlet pair annihilator. -/
def singlet (a : ι → Fin 2 → A) (q s : ι) : A :=
  cg • (pairOp a q s 0 1 - pairOp a q s 1 0)
```

The triplet components are \(T_{qs,1}=P_{qs}^{00}\), \(T_{qs,0}=c\,(P_{qs}^{01}+P_{qs}^{10})\) and \(T_{qs,-1}=P_{qs}^{11}\). Lean indexes them by 0, 1, 2 in this order.

```lean
/-- The triplet pair annihilators; the indices `0, 1, 2` stand for `m = 1, 0, -1`. -/
def triplet (a : ι → Fin 2 → A) (q s : ι) : Fin 3 → A
  | 0 => pairOp a q s 0 0
  | 1 => cg • (pairOp a q s 0 1 + pairOp a q s 1 0)
  | 2 => pairOp a q s 1 1
```

The two-electron operator is the double spin sum given at the start.

```lean
/-- The spin-summed two-electron operator `e_pqrs`. -/
def twoBody (a : ι → Fin 2 → A) (p q r s : ι) : A :=
  ∑ x, ∑ y, star (a p x) * star (a r y) * a s y * a q x
```

## Resolution into coupled pairs

The normalization needed is \(c^2=\tfrac12\).

```lean
/-- The square of the Clebsch-Gordan coefficient is one half. -/
theorem cg_sq : cg * cg = 1 / 2 := by
  have h : √2 * √2 = (2 : ℝ) := Real.mul_self_sqrt (by norm_num)
  rw [cg, div_mul_div_comm, h, one_mul]
```

Since \((P_{pr}^{xy})^\dagger=a^\dagger_{px}a^\dagger_{ry}\), the operator is \(e_{pqrs}=\sum_{x,y}(P_{pr}^{xy})^\dagger P_{qs}^{xy}\). The equal-spin terms are already the \(m=\pm1\) triplet terms. For the opposite spins, expand

\[ S^\dagger_{pr}S_{qs}+T^\dagger_{pr,0}T_{qs,0}=2c^2\left[(P_{pr}^{01})^\dagger P_{qs}^{01}+(P_{pr}^{10})^\dagger P_{qs}^{10}\right], \]

where the cross terms cancel and \(2c^2=1\). No anticommutation is used. `StarModule ℝ A` says that the involution leaves real coefficients unchanged. In the proof, `h` does the regrouping, `simp only` expands the products, and `module` collects the coefficients.

```lean
/-- The two-electron operator is the sum of its singlet and triplet pair terms. -/
theorem twoBody_resolution [StarModule ℝ A] (a : ι → Fin 2 → A) (p q r s : ι) :
    twoBody a p q r s = star (singlet a p r) * singlet a q s
      + ∑ m, star (triplet a p r m) * triplet a q s m := by
  -- first group the four operators into a pair creator and a pair annihilator
  have h : twoBody a p q r s = ∑ x, ∑ y, star (pairOp a p r x y) * pairOp a q s x y := by
    simp only [twoBody, pairOp, star_mul, mul_assoc]
  rw [h]
  simp only [Fin.sum_univ_two, Fin.sum_univ_three, triplet, singlet, star_smul, star_trivial,
    star_add, star_sub, smul_mul_smul_comm, cg_sq, add_mul, mul_add, sub_mul, mul_sub]
  module
```

## Exchange of the two orbitals

Anticommutation gives \(P_{sq}^{xy}=a_{qy}a_{sx}=-a_{sx}a_{qy}=-P_{qs}^{yx}\).

```lean
omit [StarRing A] [Algebra ℝ A] in
/-- Exchanging the orbitals of a pair exchanges its spins and changes the sign. -/
theorem pairOp_swap {a : ι → Fin 2 → A} (h : Anticommuting a) (q s : ι) (x y : Fin 2) :
    pairOp a s q x y = -pairOp a q s y x :=
  eq_neg_of_add_eq_zero_left (h q s y x)
```

Inserting this into the coupled pairs,

\[ S_{sq}=c\,(-P_{qs}^{10}+P_{qs}^{01})=S_{qs},\qquad T_{sq,0}=-c\,(P_{qs}^{10}+P_{qs}^{01})=-T_{qs,0}, \]

and \(T_{sq,\pm1}=-T_{qs,\pm1}\) directly.

```lean
omit [StarRing A] in
/-- The singlet pair is symmetric and the triplet pairs are antisymmetric in the orbitals. -/
theorem orbital_symmetry {a : ι → Fin 2 → A} (h : Anticommuting a) (q s : ι) :
    singlet a s q = singlet a q s ∧ ∀ m, triplet a s q m = -triplet a q s m := by
  constructor
  · simp only [singlet, pairOp_swap h q s]
    module
  · intro m
    match m with
    | 0 => exact pairOp_swap h q s 0 0
    | 1 =>
      simp only [triplet, pairOp_swap h q s]
      module
    | 2 => exact pairOp_swap h q s 1 1
```

The resolution applied to \(e_{psrq}\) contains \(S_{sq}\) and \(T_{sq,m}\), so

\[ e_{psrq}=S^\dagger_{pr}S_{qs}-\sum_mT^\dagger_{pr,m}T_{qs,m}. \]

This is `e` in the proof. Adding it to, or subtracting it from, the resolution of \(e_{pqrs}\) gives the two formulas.

```lean
/-- For anticommuting annihilators, `e_pqrs + e_psrq` is twice the singlet term and
`e_pqrs - e_psrq` is twice the triplet term. -/
theorem singlet_triplet_separation [StarModule ℝ A] {a : ι → Fin 2 → A}
    (h : Anticommuting a) (p q r s : ι) :
    twoBody a p q r s + twoBody a p s r q
        = (2 : ℝ) • (star (singlet a p r) * singlet a q s) ∧
      twoBody a p q r s - twoBody a p s r q
        = (2 : ℝ) • ∑ m, star (triplet a p r m) * triplet a q s m := by
  -- exchange keeps the singlet term and reverses the triplet term
  have e : twoBody a p s r q = star (singlet a p r) * singlet a q s
      - ∑ m, star (triplet a p r m) * triplet a q s m := by
    rw [twoBody_resolution, (orbital_symmetry h q s).1]
    simp only [(orbital_symmetry h q s).2, mul_neg, Finset.sum_neg_distrib, sub_eq_add_neg]
  rw [e, twoBody_resolution a p q r s]
  constructor <;> module
```

## Spin of the coupled pairs

The names singlet and triplet are claims about total spin, tested by commutators with the spin operators. For finitely many orbitals, define \(G_{xy}=\sum_p a^\dagger_{px}a_{py}\), so that \(S_+=G_{01}\) and \(S_-=G_{10}\), in units of \(\hbar\).

```lean
/-- The orbital-summed operator replacing spin `y` by spin `x`; `spinGen a 0 1` is `S₊`
and `spinGen a 1 0` is `S₋`. -/
def spinGen [Fintype ι] (a : ι → Fin 2 → A) (x y : Fin 2) : A := ∑ p, star (a p x) * a p y
```

The spin projection is \(S_z=\tfrac12(G_{00}-G_{11})\).

```lean
/-- The total spin projection `S_z`. -/
def spinZ [Fintype ι] (a : ι → Fin 2 → A) : A := (1 / 2 : ℝ) • (spinGen a 0 0 - spinGen a 1 1)
```

For one annihilator, moving \(a_{qz}\) past \(a_{py}\) gives

\[ [a^\dagger_{px}a_{py},a_{qz}]=-(a^\dagger_{px}a_{qz}+a_{qz}a^\dagger_{px})a_{py}=-\delta_{qp}\delta_{zx}\,a_{py}. \]

Summing over \(p\), \([G_{xy},a_{qz}]=-\delta_{zx}a_{qy}\). The product rule for commutators then yields

\[ [G_{xy},P_{qs}^{zw}]=-\delta_{zx}P_{qs}^{yw}-\delta_{wx}P_{qs}^{zy}. \]

The facts `key`, `one` and `split` are the single-orbital commutator, its sum and the product rule.

```lean
omit [Algebra ℝ A] in
/-- The commutator of a spin generator with a pair annihilator replaces one spin at a time. -/
theorem spinGen_pair [Fintype ι] [DecidableEq ι] {a : ι → Fin 2 → A} (h : Anticommuting a)
    (hc : Canonical a) (q s : ι) (x y z w : Fin 2) :
    spinGen a x y * pairOp a q s z w - pairOp a q s z w * spinGen a x y
      = -(if z = x then pairOp a q s y w else 0) - (if w = x then pairOp a q s z y else 0) := by
  -- the commutator with a single annihilator
  have one : ∀ q z, spinGen a x y * a q z - a q z * spinGen a x y
      = -(if z = x then a q y else 0) := by
    intro q z
    have key : ∀ p, star (a p x) * a p y * a q z - a q z * (star (a p x) * a p y)
        = -((if q = p ∧ z = x then 1 else 0) * a p y) := by
      intro p
      rw [← hc q p z x]
      linear_combination (norm := noncomm_ring) star (a p x) * h p q y z
    rw [spinGen, Finset.sum_mul, Finset.mul_sum, ← Finset.sum_sub_distrib,
      Finset.sum_congr rfl (fun p _ => key p)]
    by_cases hz : z = x <;> simp [hz, ite_mul]
  -- the product rule for commutators
  have split : spinGen a x y * pairOp a q s z w - pairOp a q s z w * spinGen a x y
      = (spinGen a x y * a s w - a s w * spinGen a x y) * a q z
        + a s w * (spinGen a x y * a q z - a q z * spinGen a x y) := by
    unfold pairOp
    noncomm_ring
  rw [split, one, one]
  unfold pairOp
  split_ifs <;> noncomm_ring
```

For the singlet, \([S_+,P_{qs}^{01}]=[S_+,P_{qs}^{10}]=-P_{qs}^{11}\), and likewise both commutators with \(S_-\) equal \(-P_{qs}^{00}\), so the differences vanish. \(S_z\) commutes with each opposite-spin pair separately. Each `linear_combination` takes the matching combination of instances `K` of the pair commutator.

```lean
/-- The singlet pair annihilator commutes with `S₊`, `S₋` and `S_z`. -/
theorem singlet_spin [Fintype ι] [DecidableEq ι] {a : ι → Fin 2 → A} (h : Anticommuting a)
    (hc : Canonical a) (q s : ι) :
    spinGen a 0 1 * singlet a q s - singlet a q s * spinGen a 0 1 = 0 ∧
    spinGen a 1 0 * singlet a q s - singlet a q s * spinGen a 1 0 = 0 ∧
    spinZ a * singlet a q s - singlet a q s * spinZ a = 0 := by
  have K := spinGen_pair h hc q s
  simp only [singlet, spinZ, mul_smul_comm, smul_mul_assoc, mul_sub, sub_mul]
  refine ⟨?_, ?_, ?_⟩
  · linear_combination (norm := (simp only [one_ne_zero, ↓reduceIte]; module))
      cg • K 0 1 0 1 - cg • K 0 1 1 0
  · linear_combination (norm := (simp only [zero_ne_one, ↓reduceIte]; module))
      cg • K 1 0 0 1 - cg • K 1 0 1 0
  · linear_combination (norm := (simp only [zero_ne_one, one_ne_zero, ↓reduceIte]; module))
      (1 / 2 * cg : ℝ) • (K 0 0 0 1 - K 0 0 1 0 - K 1 1 0 1 + K 1 1 1 0)
```

For the triplet, the pairs \(P_{qs}^{00}\), \(P_{qs}^{01}\), \(P_{qs}^{10}\), \(P_{qs}^{11}\) remove spin projection \(1,0,0,-1\), hence \([S_z,T_{qs,m}]=-m\,T_{qs,m}\). The raising operator gives

\[ [S_+,T_{qs,1}]=-(P_{qs}^{10}+P_{qs}^{01})=-\sqrt2\,T_{qs,0}, \]
\[ [S_+,T_{qs,0}]=-2c\,P_{qs}^{11}=-\sqrt2\,T_{qs,-1},\qquad [S_+,T_{qs,-1}]=0. \]

The index \(m\) falls under \(S_+\) because these operators remove a pair. The theorem states the \(S_z\) and \(S_+\) commutators, not those with \(S_-\). The auxiliary facts `h1` and `h2` convert between \(\sqrt2\) and \(c\).

```lean
/-- The commutators of `S_z` and `S₊` with the three triplet pair annihilators:
`[S_z, T_m] = -m T_m`, and `S₊` takes `T_m` to `-√2 T_(m-1)` or to zero for `m = -1`. -/
theorem triplet_spin [Fintype ι] [DecidableEq ι] {a : ι → Fin 2 → A} (h : Anticommuting a)
    (hc : Canonical a) (q s : ι) :
    (spinZ a * triplet a q s 0 - triplet a q s 0 * spinZ a = -triplet a q s 0 ∧
     spinZ a * triplet a q s 1 - triplet a q s 1 * spinZ a = 0 ∧
     spinZ a * triplet a q s 2 - triplet a q s 2 * spinZ a = triplet a q s 2) ∧
    (spinGen a 0 1 * triplet a q s 0 - triplet a q s 0 * spinGen a 0 1
        = -(√2 • triplet a q s 1) ∧
     spinGen a 0 1 * triplet a q s 1 - triplet a q s 1 * spinGen a 0 1
        = -(√2 • triplet a q s 2) ∧
     spinGen a 0 1 * triplet a q s 2 - triplet a q s 2 * spinGen a 0 1 = 0) := by
  have K := spinGen_pair h hc q s
  have h1 : √2 * cg = 1 := by
    rw [cg]
    exact mul_one_div_cancel (by positivity)
  have h2 : √2 = 2 * cg := by linear_combination (-2 * √2) * cg_sq + 2 * cg * h1
  simp only [triplet, spinZ, smul_smul, h1, one_smul, mul_smul_comm, smul_mul_assoc,
    mul_sub, sub_mul, mul_add, add_mul]
  refine ⟨⟨?_, ?_, ?_⟩, ?_, ?_, ?_⟩
  · linear_combination (norm := (simp only [zero_ne_one, ↓reduceIte]; module))
      (1 / 2 : ℝ) • (K 0 0 0 0 - K 1 1 0 0)
  · linear_combination (norm := (simp only [zero_ne_one, one_ne_zero, ↓reduceIte]; module))
      (1 / 2 * cg : ℝ) • (K 0 0 0 1 + K 0 0 1 0 - K 1 1 0 1 - K 1 1 1 0)
  · linear_combination (norm := (simp only [one_ne_zero, ↓reduceIte]; module))
      (1 / 2 : ℝ) • (K 0 0 1 1 - K 1 1 1 1)
  · linear_combination (norm := (simp only [↓reduceIte]; module)) K 0 1 0 0
  · rw [h2]
    linear_combination (norm := (simp only [one_ne_zero, ↓reduceIte]; module))
      cg • K 0 1 0 1 + cg • K 0 1 1 0
  · linear_combination (norm := (simp only [one_ne_zero, ↓reduceIte]; module)) K 0 1 1 1
```

## Matrices for two orbitals

An explicit example shows that nonzero operators satisfy both sets of relations. One orbital has the basis empty, up, down, double, with the doubly occupied state \(a^\dagger_0a^\dagger_1|\text{empty}\rangle\), where the subscript is the spin. This fixes the minus sign in the spin-down matrix.

```lean
/-- The spin-up and spin-down annihilators of one orbital, in the basis empty, up, down, double. -/
def site : Fin 2 → Matrix (Fin 4) (Fin 4) ℝ :=
  ![!![0, 1, 0, 0; 0, 0, 0, 0; 0, 0, 0, 1; 0, 0, 0, 0],
    !![0, 0, 1, 0; 0, 0, 0, -1; 0, 0, 0, 0; 0, 0, 0, 0]]
```

The parity \(\Pi\) is \(+1\) for an even and \(-1\) for an odd number of electrons.

```lean
/-- The fermion parity of one orbital. -/
def parity : Matrix (Fin 4) (Fin 4) ℝ :=
  !![1, 0, 0, 0; 0, -1, 0, 0; 0, 0, -1, 0; 0, 0, 0, 1]
```

Writing \(b_x\) for the one-orbital annihilator of spin \(x\), the Jordan–Wigner annihilators are \(b_x\otimes1\) for the first orbital and \(\Pi\otimes b_x\) for the second.

```lean
/-- Jordan-Wigner annihilators for two orbitals, labelled `false` and `true`. -/
def twoOrbital : Bool → Fin 2 → Matrix (Fin 4 × Fin 4) (Fin 4 × Fin 4) ℝ
  | false, x => site x ⊗ₖ (1 : Matrix (Fin 4) (Fin 4) ℝ)
  | true, x => parity ⊗ₖ site x
```

Within one orbital, the relations are checked entry by entry (`h1`, `h2`). Between orbitals, for example,

\[ (b_x\otimes1)(\Pi\otimes b_y)+(\Pi\otimes b_y)(b_x\otimes1)=(b_x\Pi+\Pi b_x)\otimes b_y=0, \]

because \(\Pi\) anticommutes with \(b_x\). The creators work the same way, since \(\Pi\) is symmetric, and \(\Pi^2=1\) carries the one-orbital relations over to the second orbital.

```lean
/-- The two-orbital Jordan-Wigner matrices satisfy both sets of anticommutation relations. -/
theorem twoOrbital_witness : Anticommuting twoOrbital ∧ Canonical twoOrbital := by
  -- relations within one orbital
  have h1 : ∀ x y, site x * site y + site y * site x = 0 := by
    intro x y
    fin_cases x <;> fin_cases y <;> ext i j <;> fin_cases i <;> fin_cases j <;>
      simp [site]
  have h2 : ∀ x y, site x * (site y)ᴴ + (site y)ᴴ * site x = if x = y then 1 else 0 := by
    intro x y
    ext i j
    simp only [Matrix.add_apply, Matrix.mul_apply, Matrix.conjTranspose_apply, star_trivial,
      Fin.sum_univ_four]
    fin_cases x <;> fin_cases y <;> fin_cases i <;> fin_cases j <;>
      simp [site, Matrix.cons_val_zero, Matrix.cons_val_one]
  have h3 : ∀ x, site x * parity + parity * site x = 0 := by
    intro x
    fin_cases x <;> ext i j <;> fin_cases i <;> fin_cases j <;>
      simp [site, parity]
  have h3' : ∀ x, parity * site x + site x * parity = 0 := fun x => by rw [add_comm, h3]
  have h4 : parity * parity = 1 := by
    ext i j
    fin_cases i <;> fin_cases j <;> simp [parity, Matrix.mul_apply, Fin.sum_univ_four]
  have h5 : parityᴴ = parity := by
    ext i j
    fin_cases i <;> fin_cases j <;> simp [parity]
  have h6 : ∀ x, parity * (site x)ᴴ + (site x)ᴴ * parity = 0 := by
    intro x
    have := congrArg conjTranspose (h3 x)
    simpa only [conjTranspose_add, conjTranspose_mul, conjTranspose_zero, h5] using this
  -- the parity string carries them over to two orbitals
  constructor
  · intro p q x y
    cases p <;> cases q <;>
      simp only [twoOrbital, ← Matrix.mul_kronecker_mul, one_mul, mul_one, h4,
        ← Matrix.add_kronecker, ← Matrix.kronecker_add, h1, h3, h3',
        Matrix.zero_kronecker, Matrix.kronecker_zero]
  · intro p q x y
    cases p <;> cases q <;>
      simp only [twoOrbital, Matrix.star_eq_conjTranspose, Matrix.conjTranspose_kronecker,
        conjTranspose_one, h5, ← Matrix.mul_kronecker_mul, one_mul, mul_one, h4,
        ← Matrix.add_kronecker, ← Matrix.kronecker_add, h2, h3, h6,
        Matrix.zero_kronecker] <;>
      by_cases h : x = y <;> simp [h]

end

end SingletTripletPairs
```

```lean
#print axioms SingletTripletPairs.twoBody_resolution
#print axioms SingletTripletPairs.singlet_triplet_separation
#print axioms SingletTripletPairs.singlet_spin
#print axioms SingletTripletPairs.triplet_spin
```

```
'SingletTripletPairs.twoBody_resolution' depends on axioms: [propext, Classical.choice, Quot.sound]
'SingletTripletPairs.singlet_triplet_separation' depends on axioms: [propext, Classical.choice, Quot.sound]
'SingletTripletPairs.singlet_spin' depends on axioms: [propext, Classical.choice, Quot.sound]
'SingletTripletPairs.triplet_spin' depends on axioms: [propext, Classical.choice, Quot.sound]
```
